# Replacing 1/sin x by 1/x costs at most x/3 for 0 < x ≤ 1

For a real number x with 0 < x ≤ 1, the lemma states that 1/sin x and 1/x differ in absolute value by at most x/3. In physical terms this is a small-angle estimate, with x an angle in radians; no quantum state or Hamiltonian enters the statement. The proof uses sin x < x to show that 1/x is at most 1/sin x. It then uses the lower bound x − x³/4 < sin x to show that 1/sin x is at most 1/x + x/3, and the two inequalities together give the claim.

The failing Lean file:

```lean
import Mathlib

open Filter Topology Matrix
open scoped Real
open Polynomial (X C)

namespace AbsInvSinSubInvLe

noncomputable section

/-- For `0 < x ≤ 1`, the numbers `1 / sin x` and `1 / x` differ by at most `x / 3`. -/
theorem abs_inv_sin_sub_inv_le {x : ℝ} (hx : 0 < x) (hx1 : x ≤ 1) :
    |1 / Real.sin x - 1 / x| ≤ x / 3 := by
  have hs : 0 < Real.sin x :=
    Real.sin_pos_of_pos_of_lt_pi hx (by linarith [Real.pi_gt_three])
  have hlo : x - x ^ 3 / 4 < Real.sin x := Real.sin_gt_sub_cube hx hx1
  have h1 : 1 / x ≤ 1 / Real.sin x := one_div_le_one_div_of_le hs (Real.sin_lt hx).le
  have h2 : 1 / Real.sin x ≤ 1 / x + x / 3 := by
    rw [div_le_iff₀ hs]
    have e : (1 / x + x / 3) * (x - x ^ 3 / 4) = 1 + x ^ 2 * (1 - x ^ 2) / 12 := by
      field_simp <;> ring
    have p : 0 ≤ x ^ 2 * (1 - x ^ 2) := mul_nonneg (sq_nonneg x) (by nlinarith)
    have q : (1 / x + x / 3) * (x - x ^ 3 / 4) ≤ (1 / x + x / 3) * Real.sin x :=
      mul_le_mul_of_nonneg_left hlo.le (by positivity)
    linarith
  rw [abs_le]
  constructor <;> linarith

end

end AbsInvSinSubInvLe
```

Messages:

```
Main.lean:16:43: error: Function expected at
  Real.sin_gt_sub_cube hx
but this term has type
  x - x ^ 3 / 6 < Real.sin x

Note: Expected a function because this term is being applied to the argument
  hx1
```

What went wrong. The message says that `Real.sin_gt_sub_cube hx` is already a complete proof, of `x - x ^ 3 / 6 < Real.sin x`. It is not a function, so it cannot be applied to the further argument `hx1`. Dropping `hx1` would not be enough, because the proof needs `x - x ^ 3 / 4 < Real.sin x`, with 4 in place of 6, and that is a different proposition.

The bound with 6 is the stronger of the two: since x³ is positive, x − x³/4 is less than x − x³/6. The repair therefore stores the lemma's result as `hcube`, proves `0 < x ^ 3` by `positivity`, and lets `linarith` combine them into the bound with 4.

The other change, from `field_simp <;> ring` to `field_simp` and `ring` on separate lines, is mere tidying; the message does not concern it.

The mended proof, as a diff:

```diff
@@ -14,10 +14,14 @@
   have hs : 0 < Real.sin x :=
     Real.sin_pos_of_pos_of_lt_pi hx (by linarith [Real.pi_gt_three])
-  have hlo : x - x ^ 3 / 4 < Real.sin x := Real.sin_gt_sub_cube hx hx1
+  have hlo : x - x ^ 3 / 4 < Real.sin x := by
+    have hcube := Real.sin_gt_sub_cube hx
+    have hpos : 0 < x ^ 3 := by positivity
+    linarith
   have h1 : 1 / x ≤ 1 / Real.sin x := one_div_le_one_div_of_le hs (Real.sin_lt hx).le
   have h2 : 1 / Real.sin x ≤ 1 / x + x / 3 := by
     rw [div_le_iff₀ hs]
     have e : (1 / x + x / 3) * (x - x ^ 3 / 4) = 1 + x ^ 2 * (1 - x ^ 2) / 12 := by
-      field_simp <;> ring
+      field_simp
+      ring
     have p : 0 ≤ x ^ 2 * (1 - x ^ 2) := mul_nonneg (sq_nonneg x) (by nlinarith)
     have q : (1 / x + x / 3) * (x - x ^ 3 / 4) ≤ (1 / x + x / 3) * Real.sin x :=
```
